# Negative eigenvalues of the subtractive ONIOM Hessian: the criterion k d < c² and its Schur-complement form

After a two-layer ONIOM geometry optimisation one assembles the combined Hessian and looks for negative eigenvalues, to decide whether the structure is a minimum. The Lean file below treats linear maps between real and model coordinates. For any such map it gives a sufficient condition for no such eigenvalue to appear. For the simplified case in which the model coordinates are a block of the real ones, the low-level real Hessian is positive definite and its model block equals the low-level model Hessian, it states exactly when one appears, and shows that it can appear although the low-level real Hessian and the high-level model Hessian are both positive definite.

```lean
import Mathlib

open Matrix

namespace OniomHessian

variable {N m n : Type*} [Fintype N] [Fintype m] [Fintype n]
  [DecidableEq N] [DecidableEq m] [DecidableEq n]

/-- The subtractive ONIOM Hessian `R - J A Jᵀ + J K Jᵀ`, from the low-level real Hessian `R`,
the low- and high-level model Hessians `A` and `K`, and the Jacobian `J` of a linear map from
real to model coordinates. -/
def oniomHessian (R : Matrix N N ℝ) (J : Matrix N m ℝ) (A K : Matrix m m ℝ) : Matrix N N ℝ :=
  R - J * A * Jᵀ + J * K * Jᵀ

/-- The Jacobian for a model system whose coordinates are the first block of the real ones. -/
def modelInclusion (m n : Type*) [DecidableEq m] : Matrix (m ⊕ n) m ℝ :=
  fromRows (1 : Matrix m m ℝ) (0 : Matrix n m ℝ)

/-- `M` has a nonzero eigenvector with a negative eigenvalue. -/
def HasNegEigenvalue (M : Matrix N N ℝ) : Prop :=
  ∃ μ : ℝ, μ < 0 ∧ ∃ v : N → ℝ, v ≠ 0 ∧ M *ᵥ v = μ • v

/-- A symmetric Hessian has a negative eigenvalue exactly when it is not positive
semidefinite. -/
theorem hasNegEigenvalue_iff_not_posSemidef {M : Matrix N N ℝ} (hM : M.IsHermitian) :
    HasNegEigenvalue M ↔ ¬ M.PosSemidef := by
  constructor
  · rintro ⟨μ, hμ, v, hv, hMv⟩ hpsd
    -- the curvature along the eigenvector is μ |v|² < 0
    have h1 : 0 ≤ v ⬝ᵥ M *ᵥ v := by simpa using hpsd.dotProduct_mulVec_nonneg v
    have h2 : 0 ≤ v ⬝ᵥ v := Finset.sum_nonneg fun i _ => mul_self_nonneg (v i)
    have h3 : v ⬝ᵥ v ≠ 0 := fun h => hv (dotProduct_self_eq_zero.mp h)
    have h4 : 0 < v ⬝ᵥ v := lt_of_le_of_ne h2 h3.symm
    rw [hMv, dotProduct_smul, smul_eq_mul] at h1
    nlinarith [mul_neg_of_neg_of_pos hμ h4]
  · intro hn
    by_contra hno
    apply hn
    -- spectral theorem: nonnegative eigenvalues give a semidefinite matrix
    refine (hM.posSemidef_iff_eigenvalues_nonneg).mpr ?_
    intro i
    by_contra hi
    have hi' : hM.eigenvalues i < 0 := not_le.mp hi
    apply hno
    refine ⟨_, hi', _, ?_, hM.mulVec_eigenvectorBasis i⟩
    intro h0
    apply hM.eigenvectorBasis.orthonormal.ne_zero i
    ext j
    exact congrFun h0 j

/-- A symmetric Hessian has a negative eigenvalue exactly when some displacement has negative
curvature. -/
theorem hasNegEigenvalue_iff_neg_curvature {M : Matrix N N ℝ} (hM : M.IsHermitian) :
    HasNegEigenvalue M ↔ ∃ x : N → ℝ, x ⬝ᵥ M *ᵥ x < 0 := by
  rw [hasNegEigenvalue_iff_not_posSemidef hM]
  constructor
  · intro hn
    by_contra hno
    apply hn
    refine posSemidef_iff_dotProduct_mulVec.mpr ⟨hM, ?_⟩
    intro x
    have hx : 0 ≤ x ⬝ᵥ M *ᵥ x := not_lt.mp fun h => hno ⟨x, h⟩
    simpa using hx
  · rintro ⟨x, hx⟩ hpsd
    have h1 : 0 ≤ x ⬝ᵥ M *ᵥ x := by simpa using hpsd.dotProduct_mulVec_nonneg x
    linarith

omit [Fintype n] [DecidableEq n] in
/-- When the low-level model Hessian is the model block of the real Hessian, ONIOM replaces that
block by the high-level one and keeps the coupling and environment blocks. -/
theorem oniomHessian_blocks (A K : Matrix m m ℝ) (C : Matrix m n ℝ) (D : Matrix n n ℝ) :
    oniomHessian (fromBlocks A C Cᵀ D) (modelInclusion m n) A K = fromBlocks K C Cᵀ D := by
  have hJ : ∀ X : Matrix m m ℝ,
      modelInclusion m n * X * (modelInclusion m n)ᵀ = fromBlocks X 0 0 0 := by
    intro X
    unfold modelInclusion
    rw [transpose_fromRows, fromRows_mul, fromRows_mul_fromCols]
    simp
  unfold oniomHessian
  rw [hJ, hJ]
  ext i j
  rcases i with i | i <;> rcases j with j | j <;> simp

/-- For the Jacobian `modelInclusion m n`, a positive definite low-level real Hessian
`[[A, C], [Cᵀ, D]]` whose model block `A` is also the low-level model Hessian, and a symmetric high-level
model Hessian `K`, the ONIOM Hessian has a negative eigenvalue exactly when `K - C D⁻¹ Cᵀ` has
one. -/
theorem oniom_blocks_hasNegEigenvalue_iff (A K : Matrix m m ℝ) (C : Matrix m n ℝ)
    (D : Matrix n n ℝ) (hR : (fromBlocks A C Cᵀ D).PosDef) (hK : K.IsHermitian) :
    HasNegEigenvalue (oniomHessian (fromBlocks A C Cᵀ D) (modelInclusion m n) A K) ↔
      HasNegEigenvalue (K - C * D⁻¹ * Cᵀ) := by
  have hherm := isHermitian_fromBlocks_iff.mp hR.isHermitian
  -- the environment block inherits positive definiteness
  have hD : D.PosDef := by
    refine posDef_iff_dotProduct_mulVec.mpr ⟨hherm.2.2.2, ?_⟩
    intro x hx
    have hne : (Sum.elim 0 x : m ⊕ n → ℝ) ≠ 0 := by
      intro h
      apply hx
      funext j
      exact congrFun h (Sum.inr j)
    have := hR.dotProduct_mulVec_pos hne
    simpa [dotProduct, mulVec, Fintype.sum_sum_type] using this
  have hC : Cᴴ = Cᵀ := conjTranspose_eq_transpose_of_trivial C
  have h1 : (fromBlocks K C Cᵀ D).IsHermitian :=
    isHermitian_fromBlocks_iff.mpr ⟨hK, hherm.2.1, hherm.2.2.1, hherm.2.2.2⟩
  have h2 : (K - C * D⁻¹ * Cᵀ).IsHermitian := by
    rw [← hC]
    exact hK.sub (isHermitian_mul_mul_conjTranspose C hD.isHermitian.inv)
  rw [oniomHessian_blocks, hasNegEigenvalue_iff_not_posSemidef h1,
    hasNegEigenvalue_iff_not_posSemidef h2, ← hC]
  -- Schur complement criterion
  have : Invertible D := hD.isUnit.invertible
  exact not_congr (Matrix.PosDef.fromBlocks₂₂ K C hD)

omit [DecidableEq m] in
/-- For any Jacobian, if the low-level real Hessian and the difference `K - A` of the model
Hessians are positive semidefinite, the ONIOM Hessian has no negative eigenvalue. -/
theorem not_hasNegEigenvalue_of_stiffer (R : Matrix N N ℝ) (J : Matrix N m ℝ)
    (A K : Matrix m m ℝ) (hR : R.PosSemidef) (hKA : (K - A).PosSemidef) :
    ¬ HasNegEigenvalue (oniomHessian R J A K) := by
  have he : oniomHessian R J A K = R + J * (K - A) * Jᴴ := by
    rw [conjTranspose_eq_transpose_of_trivial, Matrix.mul_sub, Matrix.sub_mul]
    unfold oniomHessian
    abel
  have hp : (oniomHessian R J A K).PosSemidef := by
    rw [he]
    exact hR.add (hKA.mul_mul_conjTranspose_same J)
  rw [hasNegEigenvalue_iff_not_posSemidef hp.isHermitian]
  exact not_not.mpr hp

/-- The curvature of the Hessian `[[p, c], [c, d]]` along the displacement `x`. -/
theorem curvature_two (p c d : ℝ) (x : Fin 2 → ℝ) :
    x ⬝ᵥ !![p, c; c, d] *ᵥ x = p * x 0 ^ 2 + 2 * c * x 0 * x 1 + d * x 1 ^ 2 := by
  simp [dotProduct, mulVec, Fin.sum_univ_two]
  ring

/-- For the low-level real Hessian `[[a, c], [c, d]]`, the first coordinate as model coordinate,
low-level model Hessian `a` and high-level model Hessian `k`, the ONIOM Hessian is
`[[k, c], [c, d]]`. -/
theorem oniomHessian_two (a c d k : ℝ) :
    oniomHessian !![a, c; c, d] !![1; 0] !![a] !![k] = !![k, c; c, d] := by
  have hT : (!![1; 0] : Matrix (Fin 2) (Fin 1) ℝ)ᵀ = !![1, 0] := by
    ext i j
    fin_cases i <;> fin_cases j <;> rfl
  unfold oniomHessian
  rw [hT]
  ext i j
  fin_cases i <;> fin_cases j <;>
    simp [Matrix.mul_apply, Fin.sum_univ_succ, vecMul, dotProduct, vecHead, vecTail]

/-- For a positive definite low-level real Hessian `[[a, c], [c, d]]`, low-level model Hessian `a`
and high-level model Hessian `k`, the ONIOM Hessian has a negative eigenvalue exactly when
`k d < c²`. -/
theorem oniom_two_hasNegEigenvalue_iff (a c d k : ℝ) (hR : (!![a, c; c, d]).PosDef) :
    HasNegEigenvalue (oniomHessian !![a, c; c, d] !![1; 0] !![a] !![k]) ↔ k * d < c ^ 2 := by
  have hd : 0 < d := by
    have hne : (![0, 1] : Fin 2 → ℝ) ≠ 0 := fun h => by simpa using congrFun h 1
    have h := hR.dotProduct_mulVec_pos hne
    rw [star_trivial, curvature_two] at h
    simpa using h
  have hH : (!![k, c; c, d]).IsHermitian := by
    ext i j
    fin_cases i <;> fin_cases j <;> simp [conjTranspose_apply]
  rw [oniomHessian_two, hasNegEigenvalue_iff_neg_curvature hH]
  constructor
  · rintro ⟨x, hx⟩
    rw [curvature_two] at hx
    by_contra hge
    -- d Q = (c x₀ + d x₁)² + (k d - c²) x₀²
    have h0 : 0 ≤ k * d - c ^ 2 := by linarith [not_lt.mp hge]
    nlinarith [mul_neg_of_pos_of_neg hd hx, sq_nonneg (c * x 0 + d * x 1),
      mul_nonneg h0 (sq_nonneg (x 0))]
  · intro h
    -- the displacement (d, -c) has curvature d (k d - c²)
    refine ⟨![d, -c], ?_⟩
    rw [curvature_two]
    show k * d ^ 2 + 2 * c * d * (-c) + d * (-c) ^ 2 < 0
    nlinarith [mul_pos hd (sub_pos.mpr h)]

/-- For `a = 2`, `c = d = 1`, `k = 1/2` the low-level real Hessian and the high-level model
Hessian are positive definite, and the ONIOM Hessian has a negative eigenvalue. -/
theorem oniom_instability_witness :
    (!![2, 1; 1, 1] : Matrix (Fin 2) (Fin 2) ℝ).PosDef ∧
      (!![1 / 2] : Matrix (Fin 1) (Fin 1) ℝ).PosDef ∧
      HasNegEigenvalue (oniomHessian !![2, 1; 1, 1] !![1; 0] !![2] !![1 / 2]) := by
  have hR : (!![2, 1; 1, 1] : Matrix (Fin 2) (Fin 2) ℝ).PosDef := by
    refine posDef_iff_dotProduct_mulVec.mpr ⟨?_, ?_⟩
    · ext i j
      fin_cases i <;> fin_cases j <;> simp [conjTranspose_apply]
    · intro x hx
      rw [star_trivial, curvature_two]
      by_contra hle
      have hle' := not_lt.mp hle
      have h0 : x 0 = 0 := by nlinarith [sq_nonneg (x 0), sq_nonneg (x 0 + x 1)]
      rw [h0] at hle'
      have h1 : x 1 = 0 := by nlinarith [sq_nonneg (x 1)]
      apply hx
      funext i
      fin_cases i
      · exact h0
      · exact h1
  refine ⟨hR, ?_, (oniom_two_hasNegEigenvalue_iff 2 1 1 (1 / 2) hR).mpr (by norm_num)⟩
  refine posDef_iff_dotProduct_mulVec.mpr ⟨?_, ?_⟩
  · ext i j
    fin_cases i <;> fin_cases j <;> simp [conjTranspose_apply]
  · intro x hx
    have h0 : x 0 ≠ 0 := by
      intro h
      apply hx
      funext i
      fin_cases i
      exact h
    have he : star x ⬝ᵥ (!![1 / 2] : Matrix (Fin 1) (Fin 1) ℝ) *ᵥ x = x 0 ^ 2 / 2 := by
      simp [dotProduct, mulVec]
      ring
    rw [he]
    positivity

end OniomHessian
```

```lean
#print axioms OniomHessian.oniom_blocks_hasNegEigenvalue_iff
#print axioms OniomHessian.not_hasNegEigenvalue_of_stiffer
#print axioms OniomHessian.oniom_two_hasNegEigenvalue_iff
```

```
'OniomHessian.oniom_blocks_hasNegEigenvalue_iff' depends on axioms: [propext, Classical.choice, Quot.sound]
'OniomHessian.not_hasNegEigenvalue_of_stiffer' depends on axioms: [propext, Classical.choice, Quot.sound]
'OniomHessian.oniom_two_hasNegEigenvalue_iff' depends on axioms: [propext, Classical.choice, Quot.sound]
```

## The objects and the physics they encode

Let x be the displacement of the real system, with components xᵢ, and q the displacement of the model system, with components q_α. The two are related linearly, q = Jᵀ x, so that J has entries J_iα = ∂q_α/∂xᵢ. The subtractive energy is

E(x) = E_low,real(x) − E_low,model(Jᵀ x) + E_high,model(Jᵀ x).

Write R, A and K for the Hessians of the three energies on the right, in that order. Differentiating twice with the chain rule, and using that q has no second derivatives, gives

H = R − J A Jᵀ + J K Jᵀ.

The file takes this formula as the definition `oniomHessian R J A K`. No energy function and no chain rule occur in it, and nothing says that the geometry is stationary. The finite types `N` and `m` label real and model coordinates. The type `Matrix N m ℝ` of `J` fixes the convention that rows belong to real coordinates and columns to model coordinates. A nonlinear map would add gradient terms to H, which the definition does not contain.

`HasNegEigenvalue M` says that there are a number μ < 0 and a real vector v ≠ 0 with M v = μ v. It records existence only, not how many negative eigenvalues there are or how large they are. For real matrices `IsHermitian` means symmetric, and `PosDef` and `PosSemidef` include symmetry together with xᵀ M x > 0 for x ≠ 0, or xᵀ M x ≥ 0 for all x. The expression `x ⬝ᵥ M *ᵥ x` is xᵀ M x, called the curvature along x; the curvature per unit displacement is this number divided by x·x.

In the block case the real coordinates are `m ⊕ n`, the model coordinates followed by the environment coordinates labelled by `n`. The Jacobian `modelInclusion m n` is the unit matrix stacked on a zero block, so q is the first part of x, as for a model region without link atoms. The real Hessian is `fromBlocks A C Cᵀ D`, that is [[A, C], [Cᵀ, D]], with coupling block C and environment block D.

## What the theorems state

`oniom_two_hasNegEigenvalue_iff` concerns one model and one environment coordinate. For real a, c, d, k with [[a, c], [c, d]] positive definite, low-level model Hessian a and high-level model Hessian k, the ONIOM Hessian has a negative eigenvalue if and only if k d < c². No sign is assumed for k, so the physically interesting case k > 0 is included. At k d = c² there is no negative eigenvalue.

`oniom_instability_witness` takes a = 2, c = d = 1, k = 1/2 and states three things together: R = [[2, 1], [1, 1]] is positive definite, the 1 × 1 matrix [1/2] is positive definite, and H has a negative eigenvalue.

`oniom_blocks_hasNegEigenvalue_iff` holds for blocks of any finite size. If R = [[A, C], [Cᵀ, D]] is positive definite and K is symmetric, then H has a negative eigenvalue if and only if K − C D⁻¹ Cᵀ has one. The hypothesis `hR` makes D invertible, so `D⁻¹` is a true inverse. With no environment coordinates the statement compares K with itself, and with no model coordinates both sides are false.

`not_hasNegEigenvalue_of_stiffer` allows any J. If R and K − A are positive semidefinite, H has no negative eigenvalue. This is a sufficient condition only.

Besides the choice of J as the inclusion of the model coordinates, two assumptions limit the block and two-coordinate theorems. The first is that the same matrix A is the low-level model Hessian and the model block of R, as when the low-level interaction between the regions is bilinear in their displacements. This is a real restriction: a spring ½κ(u − w)² between a model coordinate u and an environment coordinate w adds κ to the model block of R but not to the low-level model Hessian, so that H has k + κ and not k in its model block. The second is strict positivity of R, which is assumed and not derived; it excludes zero modes of overall translation, and, because A is a block of R, it excludes them for the isolated model system too. It therefore suits non-redundant internal coordinates and not the Cartesian coordinates of a free model system. Within these limits, a harmonic model with a linear coordinate map, the result says that a soft high-level model region can give an ONIOM Hessian with a direction of negative curvature even though R and K have none.

## The derivation

First, a real symmetric M has orthonormal eigenvectors eᵢ with eigenvalues μᵢ, and

xᵀ M x = Σᵢ μᵢ (eᵢ·x)².

If all μᵢ ≥ 0, every curvature is nonnegative. Conversely, if M v = μ v with μ < 0 and v ≠ 0, then vᵀ M v = μ v·v < 0. A negative eigenvalue, failure of semidefiniteness, and a direction of negative curvature are therefore the same condition.

Second, for the inclusion J and any model matrix X, the product J X Jᵀ is [[X, 0], [0, 0]]. Subtracting this with X = A and adding it with X = K gives

H = [[K, C], [Cᵀ, D]].

Third, split x = (u, w) into model and environment parts. The displacement (0, w) has curvature wᵀ D w under R, so D is positive definite when R is. Completing the square in w,

xᵀ H x = uᵀ K u + 2 uᵀ C w + wᵀ D w = zᵀ D z + uᵀ (K − C D⁻¹ Cᵀ) u,  z = w + D⁻¹ Cᵀ u.

Expanding zᵀ D z gives wᵀ D w + 2 uᵀ C w + uᵀ C D⁻¹ Cᵀ u, which confirms the identity. The first term is never negative, so a semidefinite K − C D⁻¹ Cᵀ makes H semidefinite. It vanishes at w = −D⁻¹ Cᵀ u, so a negative direction u of K − C D⁻¹ Cᵀ gives a negative direction of H. That w is the relaxed response of the environment to u, and the Schur complement is the model Hessian after relaxation.

With two coordinates x₀ (model) and x₁ (environment), H = [[k, c], [c, d]], and d > 0 follows from the displacement (0, 1). The curvature is

Q = k x₀² + 2 c x₀ x₁ + d x₁²,

and multiplying by d avoids the division:

d Q = (c x₀ + d x₁)² + (k d − c²) x₀².

If c² ≤ k d, the right side is nonnegative, so Q ≥ 0 for every displacement. If k d < c², take (x₀, x₁) = (d, −c), which removes the square:

Q = k d² − 2 c² d + c² d = d (k d − c²) < 0.

For the unit vector (d, −c)/√(c² + d²) the curvature is d (k d − c²)/(c² + d²). This direction need not be an eigenvector; the first step supplies one.

In the example, R has curvature 2x₀² + 2x₀x₁ + x₁² = x₀² + (x₀ + x₁)², which vanishes only at the origin, while k d = 1/2 is below c² = 1. The unit direction (1, −1)/√2 has curvature −1/4 under H, whose eigenvalues are (3 ± √17)/4. The coupling lowers the model curvature by c²/d = 1, which a = 2 can afford and k = 1/2 cannot.

Finally, for any J one has H = R + J (K − A) Jᵀ, and so

xᵀ H x = xᵀ R x + qᵀ (K − A) q,  q = Jᵀ x,

a sum of two nonnegative terms when R and K − A are semidefinite.

## How the proofs follow these steps

`hasNegEigenvalue_iff_not_posSemidef` is the first step. Forwards, `h1` is v·M v ≥ 0, rewritten to μ v·v ≥ 0, `h4` is v·v > 0, and the two contradict μ < 0. Backwards, `posSemidef_iff_eigenvalues_nonneg` stands for the spectral sum, and a negative eigenvalue comes with a vector of `eigenvectorBasis`, nonzero because the basis is orthonormal. `hasNegEigenvalue_iff_neg_curvature` then unpacks semidefiniteness as nonnegative curvature along every x.

`oniomHessian_blocks` proves the padding formula for J X Jᵀ once, as `hJ`, uses it for A and K, and compares the four blocks. In `oniom_blocks_hasNegEigenvalue_iff`, `hD` tests R on `Sum.elim 0 x`, the displacement (0, w). The facts `h1` and `h2` give the symmetry of H and of the Schur complement, so that both sides turn into failure of semidefiniteness, and `Matrix.PosDef.fromBlocks₂₂` is the completed square. In `not_hasNegEigenvalue_of_stiffer`, `he` is the regrouping R + J (K − A) Jᵀ and `hp` adds two semidefinite matrices.

The two-coordinate theorem is proved directly, not as a special case of the block theorem. `curvature_two` expands Q, `oniomHessian_two` gives [[k, c], [c, d]], and `hd` uses the vector `![0, 1]`. One direction is the identity for d Q and the other exhibits `![d, -c]`. The witness proves R positive definite from the two squares, forcing x₀ = 0 and then x₁ = 0, applies the criterion with 1/2 < 1, and writes the model curvature as x₀²/2.

## What fails without a hypothesis

The following examples, like the eigenvalues quoted above, are worked on paper and were not put through Lean. Weakening R to semidefinite breaks the two-coordinate criterion: for a = 1, c = d = 0, k = −1, H is diag(−1, 0) and has a negative eigenvalue, yet k d < c² reads 0 < 0. With R indefinite the block theorem fails even for a positive model Hessian: for A = K = 1, C = 0, D = −1, the Schur complement is 1 while H = diag(1, −1). Without the condition on K − A, the witness itself, with k − a = −3/2, has a negative eigenvalue; k = 3/2 in the same system has k < a and k d > c², so that condition is not necessary for stability.

## A reusable technique

When an inequality rests on a completed square, `nlinarith` can be handed exactly the terms of the identity. In the forward direction of the two-coordinate theorem these are `mul_neg_of_pos_of_neg hd hx` (d Q < 0), `sq_nonneg (c * x 0 + d * x 1)` and `mul_nonneg h0 (sq_nonneg (x 0))`. After multiplying out, the contradiction is linear in these three facts, so the tactic does not need to find any product itself. Multiplying the identity by the positive quantity d beforehand keeps every term polynomial.
